# Covariant exchange between massive positive-energy Dirac plane waves: Coulomb minus transverse current

A plane-wave electron is represented here by its spinor amplitude alone: a nonzero vector $u\in\mathbb C^4$ that satisfies an eigenvalue equation at a fixed momentum. No normalisation or spin direction is chosen, and the energy is a real parameter whose sign is a separate hypothesis. The result therefore holds for every spin state at once.

In units with $\hbar=c=1$, let $H(k)=\alpha\cdot k+m\beta$ with $m>0$, and let $H(k)u=Eu$ and $H(k')u'=E'u'$ with $E,E'>0$ and $k\neq k'$. Write $q=k'-k$, $w=E'-E$, $\rho=\langle u',u\rangle$ and $j=\langle u',\alpha u\rangle$, and let $j_T=j-(q\cdot j/q^2)\,q$ be the part of $j$ transverse to $q$. Then $w\rho=q\cdot j$, $w^2<q^2$, and the covariant exchange kernel, written without its coupling constant, splits into a Coulomb term minus a transverse-current term:

$$\frac{|\rho|^2-|j|^2}{q^2-w^2}=\frac{|\rho|^2}{q^2}-\frac{|j_T|^2}{q^2-w^2}.$$

## From the continuity equation to the splitting

The matrices $\alpha_i$ and $\beta$ anticommute pairwise and square to one, so $H(k)^2=(k^2+m^2)\mathbf 1$. Applying $H(k)$ twice to $u\neq0$ gives $E^2=k^2+m^2$, and likewise $E'^2=k'^2+m^2$.

Since $H(k')$ is Hermitian, $\langle u',H(k')u\rangle=E'\rho$, while $\langle u',H(k)u\rangle=E\rho$. The mass term cancels in $H(k')-H(k)=\alpha\cdot q$, so subtracting gives $w\rho=q\cdot j$.

For the energy transfer, Lagrange's identity gives

$$E^2E'^2-(m^2+k\cdot k')^2=m^2q^2+|k\times k'|^2>0.$$

As $EE'>0$, it follows that $EE'>m^2+k\cdot k'$. Hence

$$w^2=k^2+k'^2+2m^2-2EE'<k^2+k'^2-2k\cdot k'=q^2.$$

Finally, Pythagoras and the continuity equation give

$$|j|^2=\frac{|q\cdot j|^2}{q^2}+|j_T|^2=\frac{w^2|\rho|^2}{q^2}+|j_T|^2.$$

Therefore $|\rho|^2-|j|^2=|\rho|^2(q^2-w^2)/q^2-|j_T|^2$, and division by $q^2-w^2>0$ gives the splitting.

## A transition with numbers

Take $m=3$, $k=0$ and $k'=(4,0,0)$, so $E=3$, $E'=5$, $w=2$ and $q^2=16$. Normalised modes are $u=(1,0,0,0)$ and $u'=(2,0,0,1)/\sqrt5$. They give $\rho=2/\sqrt5$ and $j=(1,i,0)/\sqrt5$, and both sides of the continuity equation equal $4/\sqrt5$. The transverse current is $j_T=(0,i,0)/\sqrt5$. The covariant kernel is $(4/5-2/5)/12=1/30$, and the split form is $1/20-1/60=1/30$.

## The two sums in a gas calculation

In the first-order exchange energy of a relativistic electron gas, this kernel, evaluated with unit spinors, is summed over pairs of occupied positive-energy modes with distinct momenta; the prefactor is negative and contains the coupling constant. For each pair of momenta and spins, $|\rho|^2/q^2$ goes into the Coulomb sum and $|j_T|^2/(q^2-w^2)$ into the transverse sum. Replacing $q^2-w^2$ by $q^2$ in the second gives the frequency-independent Breit approximation; in the example, the transverse term changes from $1/60$ to $1/80$.

## Matrices, modes and currents in Lean

```lean
import Mathlib

open Matrix

namespace DiracExchange

noncomputable section
```

The matrices are explicit, in the standard representation. Spatial components are numbered 0, 1, 2.

```lean
/-- The three Dirac matrices `α` in the standard representation. -/
def alpha : Fin 3 → Matrix (Fin 4) (Fin 4) ℂ :=
  ![!![0, 0, 0, 1; 0, 0, 1, 0; 0, 1, 0, 0; 1, 0, 0, 0],
    !![0, 0, 0, -Complex.I; 0, 0, Complex.I, 0; 0, -Complex.I, 0, 0; Complex.I, 0, 0, 0],
    !![0, 0, 1, 0; 0, 0, 0, -1; 1, 0, 0, 0; 0, -1, 0, 0]]

/-- The Dirac matrix `β` in the standard representation. -/
def beta : Matrix (Fin 4) (Fin 4) ℂ :=
  !![1, 0, 0, 0; 0, 1, 0, 0; 0, 0, -1, 0; 0, 0, 0, -1]

/-- The free Dirac Hamiltonian `α·k + m β` at momentum `k`, in units with `ħ = c = 1`. -/
def diracH (m : ℝ) (k : Fin 3 → ℝ) : Matrix (Fin 4) (Fin 4) ℂ :=
  ∑ i, (k i : ℂ) • alpha i + (m : ℂ) • beta
```

`IsMode` contains the eigenvalue equation and the condition $u\neq0$, but not the sign of the energy.

```lean
/-- `u` is a nonzero eigenvector of the Dirac Hamiltonian at momentum `k` with energy `E`. -/
def IsMode (m : ℝ) (k : Fin 3 → ℝ) (E : ℝ) (u : Fin 4 → ℂ) : Prop :=
  u ≠ 0 ∧ diracH m k *ᵥ u = (E : ℂ) • u
```

The inner product conjugates its first argument, `u'`. Because the spinors need not be normalised, `density` and `current` are physical matrix elements only for unit spinors. The splitting holds either way, since both sides scale by the same factor.

```lean
/-- The transition density `ρ = ⟨u', u⟩`. -/
def density (u' u : Fin 4 → ℂ) : ℂ := star u' ⬝ᵥ u

/-- The transition current `j = ⟨u', α u⟩`. -/
def current (u' u : Fin 4 → ℂ) : Fin 3 → ℂ := fun i => star u' ⬝ᵥ (alpha i *ᵥ u)
```

`sqNorm` is $|j|^2$ for a complex vector, and `q ⬝ᵥ q` is $q^2$ for a real one.

```lean
/-- The squared length of a complex 3-vector. -/
def sqNorm (j : Fin 3 → ℂ) : ℝ := ∑ i, ‖j i‖ ^ 2

/-- The part of `j` transverse to `q`, namely `j - (q·j / q²) q`, for `q ≠ 0`. -/
def transverse (q : Fin 3 → ℝ) (j : Fin 3 → ℂ) : Fin 3 → ℂ :=
  fun i => j i - (∑ l, (q l : ℂ) * j l) / ((q ⬝ᵥ q : ℝ) : ℂ) * (q i : ℂ)
```

The covariant kernel takes the momentum transfer, energy transfer, density and current as separate arguments. The relations between them enter through the theorems.

```lean
/-- The covariant exchange kernel `(|ρ|² - |j|²) / (q² - w²)`, for `w² ≠ q²`. -/
def covariantExchange (q : Fin 3 → ℝ) (w : ℝ) (ρ : ℂ) (j : Fin 3 → ℂ) : ℝ :=
  (‖ρ‖ ^ 2 - sqNorm j) / (q ⬝ᵥ q - w ^ 2)
```

## Dispersion and continuity

Writing the Hamiltonian as a single matrix lets the next proofs check matrix identities entry by entry.

```lean
/-- The Dirac Hamiltonian written out as a 4×4 matrix. -/
theorem diracH_eq (m : ℝ) (k : Fin 3 → ℝ) : diracH m k =
    !![(m : ℂ), 0, (k 2 : ℂ), k 0 - Complex.I * k 1;
       0, (m : ℂ), k 0 + Complex.I * k 1, -(k 2 : ℂ);
       (k 2 : ℂ), k 0 - Complex.I * k 1, -(m : ℂ), 0;
       k 0 + Complex.I * k 1, -(k 2 : ℂ), 0, -(m : ℂ)] := by
  ext i j
  fin_cases i <;> fin_cases j <;>
    simp [diracH, alpha, beta, Fin.sum_univ_three] <;> ring
```

In `energy_sq`, `hsq` is the identity $H^2=(k^2+m^2)\mathbf 1$. The calculation `h2` applies $H$ twice to `u`, and `h.1`, which says $u\neq0$, allows the scalars to be compared.

```lean
/-- Every mode obeys the relativistic dispersion relation `E² = k² + m²`. -/
theorem energy_sq {m E : ℝ} {k : Fin 3 → ℝ} {u : Fin 4 → ℂ} (h : IsMode m k E u) :
    E ^ 2 = k ⬝ᵥ k + m ^ 2 := by
  -- the Hamiltonian squares to a multiple of the identity
  have hsq : diracH m k * diracH m k = ((k ⬝ᵥ k + m ^ 2 : ℝ) : ℂ) • 1 := by
    rw [diracH_eq]
    ext i j
    fin_cases i <;> fin_cases j <;>
      simp [Matrix.mul_apply, Fin.sum_univ_succ, dotProduct] <;>
      first
        | ring1
        | linear_combination (-(k 1 : ℂ) ^ 2) * Complex.I_sq
  have h2 : ((E ^ 2 : ℝ) : ℂ) • u = ((k ⬝ᵥ k + m ^ 2 : ℝ) : ℂ) • u := by
    calc ((E ^ 2 : ℝ) : ℂ) • u = diracH m k *ᵥ (diracH m k *ᵥ u) := by
          rw [h.2, Matrix.mulVec_smul, h.2, smul_smul, pow_two, Complex.ofReal_mul]
      _ = _ := by rw [Matrix.mulVec_mulVec, hsq, Matrix.smul_mulVec, Matrix.one_mulVec]
  exact Complex.ofReal_injective (smul_left_injective ℂ h.1 h2)
```

For `continuity`, `hherm` establishes Hermiticity and `hl` lets $H(k')$ act to the left. The two matrix elements are `h1` and `h2`, and `h3` is their difference, from which the mass term has dropped out. Neither the sign of the energies nor that of the mass is used.

```lean
/-- Continuity equation for the transition between two modes of equal mass:
energy transfer times density equals momentum transfer dotted with current. -/
theorem continuity {m E E' : ℝ} {k k' : Fin 3 → ℝ} {u u' : Fin 4 → ℂ}
    (h : IsMode m k E u) (h' : IsMode m k' E' u') :
    ((E' - E : ℝ) : ℂ) * density u' u
      = ∑ i, (((k' - k) i : ℝ) : ℂ) * current u' u i := by
  have hherm : (diracH m k')ᴴ = diracH m k' := by
    rw [diracH_eq]
    ext i j
    fin_cases i <;> fin_cases j <;> simp [Matrix.conjTranspose_apply] <;> ring
  -- the Hamiltonian at k' acts to the left on u'
  have hl : star u' ᵥ* diracH m k' = (E' : ℂ) • star u' := by
    have hs := Matrix.star_mulVec (diracH m k') u'
    rw [hherm, h'.2, star_smul] at hs
    rw [← hs]
    simp
  have h1 : star u' ⬝ᵥ (diracH m k' *ᵥ u) = E' * density u' u := by
    rw [Matrix.dotProduct_mulVec, hl, smul_dotProduct, smul_eq_mul, density]
  have h2 : star u' ⬝ᵥ (diracH m k *ᵥ u) = E * density u' u := by
    rw [h.2, dotProduct_smul, smul_eq_mul, density]
  -- the mass term drops out of the difference
  have h3 : star u' ⬝ᵥ (diracH m k' *ᵥ u) - star u' ⬝ᵥ (diracH m k *ᵥ u)
      = ∑ i, (((k' - k) i : ℝ) : ℂ) * current u' u i := by
    simp only [diracH, Fin.sum_univ_three, Matrix.add_mulVec, Matrix.smul_mulVec,
      dotProduct_add, dotProduct_smul, smul_eq_mul, current, Pi.sub_apply,
      Complex.ofReal_sub]
    ring
  rw [← h3, h1, h2, Complex.ofReal_sub]
  ring
```

## A spacelike transfer

Here `hp` says $q^2>0$, and `key` is the inequality $m^2+k\cdot k'<EE'$. It is proved by comparing squares: `nlinarith` receives $m^2q^2>0$ and the squared components of $k\times k'$, the two terms in Lagrange's identity. The last call combines `key` with the dispersion relations.

A nonzero mass is needed for the strict inequality in general: for $m=0$ and distinct nonzero momenta in the same direction, $w^2=q^2$.

```lean
/-- Between positive-energy modes of mass `m > 0` at distinct momenta the
four-momentum transfer is spacelike: `w² < q²`. -/
theorem transfer_spacelike {m E E' : ℝ} {k k' : Fin 3 → ℝ} {u u' : Fin 4 → ℂ}
    (hm : 0 < m) (hk : k ≠ k') (hE : 0 < E) (hE' : 0 < E')
    (h : IsMode m k E u) (h' : IsMode m k' E' u') :
    (E' - E) ^ 2 < (k' - k) ⬝ᵥ (k' - k) := by
  have e := energy_sq h
  have e' := energy_sq h'
  have hp : 0 < (k' - k) ⬝ᵥ (k' - k) :=
    lt_of_le_of_ne (Finset.sum_nonneg fun i _ => mul_self_nonneg _)
      (fun h0 => sub_ne_zero.2 hk.symm (dotProduct_self_eq_zero.1 h0.symm))
  -- Lagrange's identity gives m² + k·k' < E E'
  have key : m ^ 2 + k ⬝ᵥ k' < E * E' := by
    refine lt_of_pow_lt_pow_left₀ 2 (mul_pos hE hE').le ?_
    rw [mul_pow, e, e']
    simp only [dotProduct, Fin.sum_univ_three, Pi.sub_apply] at hp ⊢
    nlinarith [mul_pos (pow_pos hm 2) hp, sq_nonneg (k 0 * k' 1 - k 1 * k' 0),
      sq_nonneg (k 1 * k' 2 - k 2 * k' 1), sq_nonneg (k 2 * k' 0 - k 0 * k' 2)]
  simp only [dotProduct, Fin.sum_univ_three, Pi.sub_apply] at e e' key ⊢
  nlinarith
```

## Removing the longitudinal current

The lemma calls the longitudinal coefficient `c`, so that $q\cdot j=q^2c$ (`hs`). Then `hn` evaluates $|q\cdot j|^2$, and `hp` shows that removing $cq$ lowers the squared length by $q^2|c|^2$. The statement is multiplied through by $q^2$ and includes $q=0$, where Lean's division by zero makes `c` vanish.

```lean
/-- The transverse part of `j` is orthogonal to `q`, and
`q² |j|² = |q·j|² + q² |j_T|²`. -/
theorem transverse_pythagoras (q : Fin 3 → ℝ) (j : Fin 3 → ℂ) :
    ∑ i, (q i : ℂ) * transverse q j i = 0 ∧
    (q ⬝ᵥ q) * sqNorm j
      = ‖∑ i, (q i : ℂ) * j i‖ ^ 2 + (q ⬝ᵥ q) * sqNorm (transverse q j) := by
  obtain ⟨c, hc⟩ : ∃ c : ℂ, c = (∑ l, (q l : ℂ) * j l) / ((q ⬝ᵥ q : ℝ) : ℂ) := ⟨_, rfl⟩
  have hT : transverse q j = fun i => j i - c * (q i : ℂ) := by
    rw [hc]
    rfl
  have hs : ∑ l, (q l : ℂ) * j l = ((q ⬝ᵥ q : ℝ) : ℂ) * c := by
    rcases eq_or_ne q 0 with h0 | h0
    · simp [h0]
    · have hQ : ((q ⬝ᵥ q : ℝ) : ℂ) ≠ 0 :=
        Complex.ofReal_ne_zero.2 fun h => h0 (dotProduct_self_eq_zero.1 h)
      rw [hc, mul_div_cancel₀ _ hQ]
  have hre := congrArg Complex.re hs
  have him := congrArg Complex.im hs
  have hn : ‖∑ i, (q i : ℂ) * j i‖ ^ 2 = (q ⬝ᵥ q) ^ 2 * ‖c‖ ^ 2 := by
    rw [hs, norm_mul, Complex.norm_real, Real.norm_eq_abs, mul_pow, sq_abs]
  -- removing the longitudinal part c q lowers the squared length by q² |c|²
  have hp : sqNorm (transverse q j) = sqNorm j - (q ⬝ᵥ q) * ‖c‖ ^ 2 := by
    rw [hT]
    simp only [sqNorm, dotProduct, Fin.sum_univ_three, Complex.sq_norm,
      Complex.normSq_apply, Complex.add_re, Complex.add_im, Complex.sub_re,
      Complex.sub_im, Complex.mul_re, Complex.mul_im, Complex.ofReal_re,
      Complex.ofReal_im] at hre him ⊢
    linear_combination (-2 * c.re) * hre + (-2 * c.im) * him
  constructor
  · rw [hT]
    simp only [dotProduct, Fin.sum_univ_three] at hs ⊢
    push_cast at hs ⊢
    linear_combination hs
  · rw [hn, hp]
    ring
```

## Coulomb minus transverse

The final theorem takes `q` and `w` as variables fixed by `hq` and `hw`. Its four conclusions are the continuity equation, the spacelike transfer, the splitting, and the bound of the covariant kernel by the Coulomb term. It concerns one pair of free modes; the sum over spins and the Fermi sphere is not carried out.

The first two conclusions come from the earlier theorems. For the splitting, `hT` is Pythagoras with $|q\cdot j|^2$ replaced by $w^2|\rho|^2$. The denominators `hQ` and `hD` are nonzero, so the fractions can be cleared and `linear_combination` finishes the algebra. The bound follows because the subtracted term is nonnegative.

```lean
/-- For positive-energy modes of mass `m > 0` at distinct momenta, the continuity equation
holds, the transfer is spacelike, and the covariant exchange kernel is the instantaneous
Coulomb term minus the retarded transverse-current term, hence at most the Coulomb term. -/
theorem exchange_eq_coulomb_sub_transverse {m E E' w : ℝ} {k k' q : Fin 3 → ℝ}
    {u u' : Fin 4 → ℂ} (hm : 0 < m) (hk : k ≠ k') (hE : 0 < E) (hE' : 0 < E')
    (h : IsMode m k E u) (h' : IsMode m k' E' u') (hq : q = k' - k) (hw : w = E' - E) :
    (w : ℂ) * density u' u = ∑ i, (q i : ℂ) * current u' u i ∧
    w ^ 2 < q ⬝ᵥ q ∧
    covariantExchange q w (density u' u) (current u' u)
      = ‖density u' u‖ ^ 2 / (q ⬝ᵥ q)
        - sqNorm (transverse q (current u' u)) / (q ⬝ᵥ q - w ^ 2) ∧
    covariantExchange q w (density u' u) (current u' u)
      ≤ ‖density u' u‖ ^ 2 / (q ⬝ᵥ q) := by
  have hc : (w : ℂ) * density u' u = ∑ i, (q i : ℂ) * current u' u i := by
    rw [hq, hw]
    exact continuity h h'
  have hlt : w ^ 2 < q ⬝ᵥ q := by
    rw [hq, hw]
    exact transfer_spacelike hm hk hE hE' h h'
  refine ⟨hc, hlt, (and_iff_left_of_imp ?_).2 ?_⟩
  · -- the transverse term is nonnegative because the transfer is spacelike
    intro he
    rw [he]
    exact sub_le_self _ (div_nonneg (Finset.sum_nonneg fun i _ => sq_nonneg _)
      (sub_pos.2 hlt).le)
  have hQ : q ⬝ᵥ q ≠ 0 := (lt_of_le_of_lt (sq_nonneg w) hlt).ne'
  have hD : q ⬝ᵥ q - w ^ 2 ≠ 0 := (sub_pos.2 hlt).ne'
  -- continuity trades the longitudinal current for the density
  have hT := (transverse_pythagoras q (current u' u)).2
  rw [← hc, norm_mul, Complex.norm_real, Real.norm_eq_abs, mul_pow, sq_abs] at hT
  rw [covariantExchange, div_sub_div _ _ hQ hD, div_eq_div_iff hD (mul_ne_zero hQ hD)]
  linear_combination (-(q ⬝ᵥ q - w ^ 2)) * hT


end

end DiracExchange
```

```lean
#print axioms DiracExchange.exchange_eq_coulomb_sub_transverse
```

```
'DiracExchange.exchange_eq_coulomb_sub_transverse' depends on axioms: [propext, Classical.choice, Quot.sound]
```
